# Hermitian jump operators in a finite-dimensional Lindblad equation cannot raise the purity

A simulated qubit is subject to pure dephasing, and its purity creeps upward. Is that physics or a bug? The rule "noise mixes a state" doesn't settle it, because it is false in general: spontaneous emission can take a mixed qubit state to the pure ground state. What is needed is a condition on the noise under which the purity cannot grow.

Hermitian jump operators meet such a condition, and so do some non-Hermitian families. When a finite-level Lindblad equation with jumps of this kind is solved numerically, a growing purity of its full density matrix signals a numerical error or a wrong input. The reduced state of a part of the system, or a state conditioned on measurement results, can still gain purity.

## The generator and the purity

The state $\rho$, the Hamiltonian $H$ and the jump operators $L_k$ are complex square matrices. Their rows and columns are labelled by a finite type `n`, and the jumps by a finite type `κ`. Units have $\hbar=1$, and each decay rate is absorbed into its $L_k$.

```lean
import Mathlib

open Matrix

namespace LindbladPurity

noncomputable section

variable {n κ : Type*} [Fintype n] [Fintype κ]
```

The commutator is $[A,B]=AB-BA$.

```lean
/-- The commutator `[A, B] = A B - B A`. -/
def comm (A B : Matrix n n ℂ) : Matrix n n ℂ := A * B - B * A
```

One jump $L$ contributes the dissipator $D_L(\rho)=L\rho L^\dagger-\tfrac12(L^\dagger L\rho+\rho L^\dagger L)$. The adjoint $\dagger$ is `ᴴ` in Lean and a star in the comments of the code.

```lean
/-- The dissipator of one jump operator, `L ρ L* - {L* L, ρ} / 2`. -/
def dissipator (L ρ : Matrix n n ℂ) : Matrix n n ℂ :=
  L * ρ * Lᴴ - (1 / 2 : ℂ) • (Lᴴ * L * ρ + ρ * (Lᴴ * L))
```

The generator is $G(\rho)=-i[H,\rho]+\sum_k D_{L_k}(\rho)$, called `lindblad`.

```lean
/-- The Lindblad generator `-i [H, ρ]` plus the dissipators of all jumps `L k`. -/
def lindblad (H : Matrix n n ℂ) (L : κ → Matrix n n ℂ) (ρ : Matrix n n ℂ) :
    Matrix n n ℂ :=
  (-Complex.I) • comm H ρ + ∑ k, dissipator (L k) ρ
```

The purity is $P(\rho)=\operatorname{Re}\operatorname{Tr}\rho^2$. For Hermitian $\rho$ the trace is already real, and for a density matrix this is the usual purity. Neither positivity nor unit trace is assumed below.

```lean
/-- The purity `Tr ρ²`, taken as a real number through its real part. -/
def purity (ρ : Matrix n n ℂ) : ℝ := (trace (ρ * ρ)).re
```

The squared Hilbert–Schmidt norm is $\|X\|^2=\sum_{ij}|X_{ij}|^2$.

```lean
/-- The squared Hilbert-Schmidt norm: the sum of the squared moduli of all entries. -/
def hsNormSq (X : Matrix n n ℂ) : ℝ := ∑ i, ∑ j, ‖X i j‖ ^ 2
```

The examples use a qubit whose first basis state is the ground state. The matrix `lowering`, written $a$ below, is therefore the one that spin conventions with "up" first call $\sigma_+$.

```lean
/-- The qubit lowering operator, which takes the second basis state to the first. -/
def lowering : Matrix (Fin 2) (Fin 2) ℂ := !![0, 1; 0, 0]
```

That a real open system obeys $\dot\rho=G(\rho)$ at all is a Markovian approximation, and it is the step from the model to the laboratory that no hypothesis here supplies.

## (a) A trace as a sum of squares

Show that for every square matrix $X$
$$\operatorname{Tr}(X^\dagger X)=\|X\|^2 .$$

The diagonal entries are $(X^\dagger X)_{jj}=\sum_i \overline{X_{ij}}X_{ij}=\sum_i|X_{ij}|^2$. Summing over $j$ gives the claim.

In Lean the real number `hsNormSq X` is read as a complex one, so the statement also says that the trace is real. `Finset.sum_comm` exchanges the two sums, and `Complex.conj_mul'` is $\bar z z=|z|^2$.

```lean
/-- `Tr(X* X)` is the squared Hilbert-Schmidt norm of `X`. -/
theorem trace_star_mul_self (X : Matrix n n ℂ) :
    trace (Xᴴ * X) = (hsNormSq X : ℂ) := by
  rw [hsNormSq, Finset.sum_comm]
  push_cast
  simp only [trace, diag_apply, Matrix.mul_apply, conjTranspose_apply]
  exact Finset.sum_congr rfl fun i _ => Finset.sum_congr rfl fun j _ =>
    Complex.conj_mul' _
```

## (b) When the norm vanishes

Show that
$$\|X\|^2=0\iff X=0 .$$

A sum of non-negative terms is zero only if each term is zero, so every $|X_{ij}|^2$ vanishes. The converse is immediate. The Lean proof applies this fact twice, first to the sum over rows and then to the entries of one row.

```lean
/-- The squared Hilbert-Schmidt norm of `X` is zero if and only if `X` is zero. -/
theorem hsNormSq_eq_zero_iff (X : Matrix n n ℂ) : hsNormSq X = 0 ↔ X = 0 := by
  constructor
  · intro h
    unfold hsNormSq at h
    ext i j
    have h1 := (Finset.sum_eq_zero_iff_of_nonneg (fun i _ =>
      Finset.sum_nonneg fun j _ => sq_nonneg ‖X i j‖)).1 h i (Finset.mem_univ i)
    have h2 := (Finset.sum_eq_zero_iff_of_nonneg (fun j _ =>
      sq_nonneg ‖X i j‖)).1 h1 j (Finset.mem_univ j)
    simpa using h2
  · rintro rfl
    simp [hsNormSq]
```

## (c) The Hamiltonian term

Show that
$$\operatorname{Tr}(\rho[H,\rho])=0 .$$

The left side is $\operatorname{Tr}(\rho H\rho)-\operatorname{Tr}(\rho\rho H)$. By cyclicity both traces equal $\operatorname{Tr}(H\rho^2)$. The two uses of `trace_mul_comm` are these two rotations. Hermiticity of $H$ plays no part, so it is not assumed here or later, although a physical Hamiltonian has it.

```lean
/-- For all square matrices `H` and `ρ`, `Tr(ρ [H, ρ]) = 0`. -/
theorem trace_mul_hamiltonian (H ρ : Matrix n n ℂ) : trace (ρ * comm H ρ) = 0 := by
  rw [comm, mul_sub, trace_sub, trace_mul_comm ρ (H * ρ), ← mul_assoc ρ ρ H,
    trace_mul_comm (ρ * ρ) H, mul_assoc, sub_self]
```

## (d) One jump of any kind

Let $\rho$ be Hermitian and $L$ arbitrary. Show that
$$\operatorname{Tr}(\rho D_L(\rho))=-\tfrac12\operatorname{Tr}([L,\rho]^\dagger[L,\rho])+\tfrac12\operatorname{Tr}([L,L^\dagger]\rho^2).$$

Cyclicity turns the left side into
$$\operatorname{Tr}(\rho L\rho L^\dagger)-\operatorname{Tr}(L^\dagger L\rho^2).$$
Since $\rho^\dagger=\rho$, we have $[L,\rho]^\dagger=\rho L^\dagger-L^\dagger\rho$, and so
$$[L,\rho]^\dagger[L,\rho]=\rho L^\dagger L\rho-\rho L^\dagger\rho L-L^\dagger\rho L\rho+L^\dagger\rho\rho L .$$
Its trace is $\operatorname{Tr}(L^\dagger L\rho^2)-2\operatorname{Tr}(\rho L\rho L^\dagger)+\operatorname{Tr}(LL^\dagger\rho^2)$. Multiply by $-\tfrac12$ and add $\tfrac12\operatorname{Tr}(LL^\dagger\rho^2)-\tfrac12\operatorname{Tr}(L^\dagger L\rho^2)$. The terms with $LL^\dagger$ cancel, and the left side remains.

The facts `h2` to `h5` are the cyclic rotations, `simp only` multiplies out the products, and `linear_combination` adds the rotations with the right coefficients.

```lean
/-- For Hermitian `ρ` and any jump `L`, the trace of `ρ` times `dissipator L ρ` equals
`-Tr([L, ρ]* [L, ρ]) / 2 + Tr([L, L*] ρ²) / 2`. -/
theorem trace_mul_dissipator (L : Matrix n n ℂ) {ρ : Matrix n n ℂ}
    (hρ : ρ.IsHermitian) :
    trace (ρ * dissipator L ρ) = -(1 / 2) * trace ((comm L ρ)ᴴ * comm L ρ)
      + (1 / 2) * trace (comm L Lᴴ * (ρ * ρ)) := by
  -- the cyclic rearrangements that are needed
  have h2 : trace (ρ * ρ * Lᴴ * L) = trace (Lᴴ * L * ρ * ρ) := by
    simpa only [mul_assoc] using trace_mul_comm (ρ * ρ) (Lᴴ * L)
  have h3 : trace (Lᴴ * ρ * L * ρ) = trace (ρ * L * ρ * Lᴴ) := by
    simpa only [mul_assoc] using trace_mul_comm Lᴴ (ρ * L * ρ)
  have h4 : trace (ρ * Lᴴ * ρ * L) = trace (ρ * L * ρ * Lᴴ) := by
    simpa only [mul_assoc] using trace_mul_comm (ρ * Lᴴ) (ρ * L)
  have h5 : trace (Lᴴ * ρ * ρ * L) = trace (L * Lᴴ * ρ * ρ) := by
    simpa only [mul_assoc] using trace_mul_comm (Lᴴ * ρ * ρ) L
  simp only [comm, dissipator, conjTranspose_sub, conjTranspose_mul, hρ.eq, mul_sub,
    sub_mul, mul_add, Matrix.mul_smul, trace_sub, trace_add, trace_smul, smul_eq_mul,
    ← mul_assoc]
  linear_combination (-1 / 2 : ℂ) * h2 - (1 / 2 : ℂ) * h3 - (1 / 2 : ℂ) * h4
    + (1 / 2 : ℂ) * h5
```

## (e) Balanced jumps

Let $\rho$ be Hermitian and let the jumps satisfy the balance condition $\sum_k L_kL_k^\dagger=\sum_k L_k^\dagger L_k$. Since $G(\mathbb 1)=\sum_k(L_kL_k^\dagger-L_k^\dagger L_k)$, this condition says that the maximally mixed state is stationary. Show that
$$\operatorname{Tr}(\rho G(\rho))=-\tfrac12\sum_k\operatorname{Tr}([L_k,\rho]^\dagger[L_k,\rho])\le0,$$
with equality to zero if and only if $\rho$ commutes with every $L_k$.

By (c) the Hamiltonian drops out. Summing (d) over $k$ leaves the stated sum plus $\tfrac12\operatorname{Tr}\big(\sum_k[L_k,L_k^\dagger]\,\rho^2\big)$, which is zero by balance. By (a) the result equals $-\tfrac12\sum_k\|[L_k,\rho]\|^2$, which is real and not positive. It vanishes exactly when every norm does, and by (b) that means $[L_k,\rho]=0$ for all $k$.

The Lean theorem joins three statements: the identity, the sign of the real part, and the equality case. In its proof `hz` removes the balance term, `hid` is the identity, and `key` rewrites the trace as a real number, from which the other two statements follow.

```lean
/-- For Hermitian `ρ` and jumps with `∑ L L* = ∑ L* L`, `Tr(ρ G(ρ))` equals
`-∑ Tr([L, ρ]* [L, ρ]) / 2`; it is never positive, and it vanishes if and only if `ρ`
commutes with every jump. -/
theorem purity_rate_of_balanced (H : Matrix n n ℂ) (L : κ → Matrix n n ℂ)
    {ρ : Matrix n n ℂ} (hρ : ρ.IsHermitian)
    (hL : ∑ k, L k * (L k)ᴴ = ∑ k, (L k)ᴴ * L k) :
    trace (ρ * lindblad H L ρ)
        = -(1 / 2) * ∑ k, trace ((comm (L k) ρ)ᴴ * comm (L k) ρ)
      ∧ (trace (ρ * lindblad H L ρ)).re ≤ 0
      ∧ (trace (ρ * lindblad H L ρ) = 0 ↔ ∀ k, L k * ρ = ρ * L k) := by
  -- the balance condition removes the terms with `[L, L*]`
  have hc : ∑ k, comm (L k) (L k)ᴴ = 0 := by
    simp only [comm, Finset.sum_sub_distrib, hL, sub_self]
  have hz : ∑ k, trace (comm (L k) (L k)ᴴ * (ρ * ρ)) = 0 := by
    rw [← trace_sum, ← Finset.sum_mul, hc, zero_mul, trace_zero]
  have hid : trace (ρ * lindblad H L ρ)
      = -(1 / 2) * ∑ k, trace ((comm (L k) ρ)ᴴ * comm (L k) ρ) := by
    rw [lindblad, mul_add, Matrix.mul_smul, trace_add, trace_smul,
      trace_mul_hamiltonian, smul_zero, zero_add, Finset.mul_sum, trace_sum]
    simp only [trace_mul_dissipator _ hρ]
    rw [Finset.sum_add_distrib, ← Finset.mul_sum, ← Finset.mul_sum, hz, mul_zero,
      add_zero]
  -- the rate as a real number
  have key : trace (ρ * lindblad H L ρ)
      = ((-(1 / 2) * ∑ k, hsNormSq (comm (L k) ρ) : ℝ) : ℂ) := by
    rw [hid]
    simp only [trace_star_mul_self]
    push_cast
    rfl
  have hpos : ∀ k ∈ Finset.univ, 0 ≤ hsNormSq (comm (L k) ρ) := fun k _ =>
    Finset.sum_nonneg fun i _ => Finset.sum_nonneg fun j _ => sq_nonneg _
  refine ⟨hid, ?_, ?_⟩
  · rw [key, Complex.ofReal_re]
    have := Finset.sum_nonneg hpos
    linarith
  · have hs : -(1 / 2) * ∑ k, hsNormSq (comm (L k) ρ) = 0
        ↔ ∑ k, hsNormSq (comm (L k) ρ) = 0 := by
      constructor <;> intro h <;> linarith
    rw [key, Complex.ofReal_eq_zero, hs, Finset.sum_eq_zero_iff_of_nonneg hpos]
    simp [hsNormSq_eq_zero_iff, comm, sub_eq_zero]
```

## (f) Hermitian jumps

Replace the balance condition by $L_k^\dagger=L_k$ for every $k$. Show that again
$$\operatorname{Tr}(\rho G(\rho))=-\tfrac12\sum_k\operatorname{Tr}([L_k,\rho]^\dagger[L_k,\rho])\le0,$$
with the same equality case.

Both $L_kL_k^\dagger$ and $L_k^\dagger L_k$ are now $L_k^2$, so the balance condition holds term by term and (e) applies. The Lean proof is this one substitution. Pure dephasing of a qubit, with a real multiple of $\sigma_z$ as its single jump, is of this type.

```lean
/-- For Hermitian `ρ` and Hermitian jumps, `Tr(ρ G(ρ))` equals
`-∑ Tr([L, ρ]* [L, ρ]) / 2`; it is never positive, and it vanishes if and only if `ρ`
commutes with every jump. -/
theorem purity_rate_of_hermitian (H : Matrix n n ℂ) (L : κ → Matrix n n ℂ)
    {ρ : Matrix n n ℂ} (hρ : ρ.IsHermitian) (hL : ∀ k, (L k).IsHermitian) :
    trace (ρ * lindblad H L ρ)
        = -(1 / 2) * ∑ k, trace ((comm (L k) ρ)ᴴ * comm (L k) ρ)
      ∧ (trace (ρ * lindblad H L ρ)).re ≤ 0
      ∧ (trace (ρ * lindblad H L ρ) = 0 ↔ ∀ k, L k * ρ = ρ * L k) :=
  purity_rate_of_balanced H L hρ (Finset.sum_congr rfl fun k _ => by rw [(hL k).eq])
```

## (g) The rate of change of the purity

Let $\dot\rho=G(\rho)$ hold at time $t$. Show that at this time
$$\frac{d}{dt}P(\rho)=2\operatorname{Re}\operatorname{Tr}(\rho G(\rho)).$$

Write $\operatorname{Tr}\rho^2=\sum_{ij}\rho_{ij}\rho_{ji}$. The product rule gives $\operatorname{Tr}(\dot\rho\rho)+\operatorname{Tr}(\rho\dot\rho)=2\operatorname{Tr}(\rho\dot\rho)$. Insert the equation of motion and take the real part.

The hypothesis `h` states the equation of motion entry by entry through `HasDerivAt`. In the proof `h0` is the product rule, `e` the cyclic step, and `Complex.reCLM` takes the real part under the derivative.

```lean
/-- Along a solution of `ρ' = G(ρ)` the purity changes at the rate `2 Re Tr(ρ G(ρ))`. -/
theorem hasDerivAt_purity (H : Matrix n n ℂ) (L : κ → Matrix n n ℂ)
    {ρ : ℝ → Matrix n n ℂ} {t : ℝ}
    (h : ∀ i j, HasDerivAt (fun s => ρ s i j) (lindblad H L (ρ t) i j) t) :
    HasDerivAt (fun s => purity (ρ s)) (2 * (trace (ρ t * lindblad H L (ρ t))).re) t := by
  -- product rule, entry by entry
  have h0 : HasDerivAt (fun s => ∑ i, ∑ j, ρ s i j * ρ s j i)
      (∑ i, ∑ j, (lindblad H L (ρ t) i j * ρ t j i
        + ρ t i j * lindblad H L (ρ t) j i)) t :=
    HasDerivAt.fun_sum fun i _ => HasDerivAt.fun_sum fun j _ => (h i j).fun_mul (h j i)
  have e : trace (lindblad H L (ρ t) * ρ t) + trace (ρ t * lindblad H L (ρ t))
      = 2 * trace (ρ t * lindblad H L (ρ t)) := by
    rw [trace_mul_comm (lindblad H L (ρ t)) (ρ t)]
    ring
  have hd : HasDerivAt (fun s => trace (ρ s * ρ s))
      (2 * trace (ρ t * lindblad H L (ρ t))) t := by
    rw [← e]
    simpa only [trace, diag_apply, Matrix.mul_apply, Finset.sum_add_distrib] using h0
  have hr : HasDerivAt (fun s => purity (ρ s))
      (2 * trace (ρ t * lindblad H L (ρ t))).re t :=
    Complex.reCLM.hasFDerivAt.comp_hasDerivAt t hd
  exact hr.congr_deriv (by simp)
```

## (h) Purity along a solution

Let the jumps be balanced, and let $\rho(t)$ be Hermitian and solve $\dot\rho=G(\rho)$ at all real times, with $H$ and the $L_k$ independent of time. Show that
$$s\le t\implies P(\rho(t))\le P(\rho(s)).$$

By (g) and (e) the derivative of the purity is nowhere positive, so the purity does not increase. This is `antitone_of_deriv_nonpos`, and `Antitone` is the displayed implication.

The solution and its Hermiticity are hypotheses. For Hermitian $H$ and a Hermitian initial matrix, the linear equation supplies both. Unbounded operators, such as the position of an oscillator used as a jump, lie beyond these finite matrices.

```lean
/-- If the jumps satisfy `∑ L L* = ∑ L* L`, the purity never grows along a solution of
`ρ' = G(ρ)` that is Hermitian at all times. -/
theorem purity_antitone (H : Matrix n n ℂ) (L : κ → Matrix n n ℂ)
    {ρ : ℝ → Matrix n n ℂ} (hρ : ∀ t, (ρ t).IsHermitian)
    (hL : ∑ k, L k * (L k)ᴴ = ∑ k, (L k)ᴴ * L k)
    (h : ∀ t i j, HasDerivAt (fun s => ρ s i j) (lindblad H L (ρ t) i j) t) :
    Antitone fun t => purity (ρ t) := by
  have hd := fun t => hasDerivAt_purity H L (h t)
  refine antitone_of_deriv_nonpos (fun t => (hd t).differentiableAt) fun t => ?_
  rw [(hd t).deriv]
  have := (purity_rate_of_balanced H L (hρ t) hL).2.1
  linarith
```

## (i) A balanced pair that is not Hermitian

Take the jumps $L_0=a$ and $L_1=a^\dagger$, which describe decay and excitation at equal rates. Show that they are balanced, and that with the Hermitian matrix $\rho_0=\operatorname{diag}(1,0)$
$$a\rho_0\neq\rho_0a .$$

Both sums in the balance condition are $aa^\dagger+a^\dagger a$, in a different order. Further, $a\rho_0=0$ while $\rho_0a=a\neq0$. Lean compares the two products at the entry `0`, `1`. By (e) and (g), the purity rate at $\rho_0$ is therefore strictly negative, although neither jump is Hermitian. The same generator can also be written with the Hermitian jumps $\sigma_x/\sqrt2$ and $\sigma_y/\sqrt2$, so the example shows a wider choice of jump operators and not a new evolution.

```lean
/-- The lowering operator and its adjoint together satisfy `∑ L L* = ∑ L* L`, and the
lowering operator does not commute with the Hermitian matrix `diag(1, 0)`. -/
theorem balanced_witness :
    (∑ k, ![lowering, loweringᴴ] k * (![lowering, loweringᴴ] k)ᴴ
        = ∑ k, (![lowering, loweringᴴ] k)ᴴ * ![lowering, loweringᴴ] k)
      ∧ (!![1, 0; 0, 0] : Matrix (Fin 2) (Fin 2) ℂ).IsHermitian
      ∧ lowering * !![1, 0; 0, 0] ≠ !![1, 0; 0, 0] * lowering := by
  refine ⟨?_, ?_, ?_⟩
  · simp [Fin.sum_univ_two, add_comm]
  · ext i j
    fin_cases i <;> fin_cases j <;> simp
  · intro h
    have h01 := congrFun (congrFun h 0) 1
    simp [lowering, Matrix.mul_apply, Fin.sum_univ_two] at h01
```

## (j) Decay alone

Now drop the balance condition: keep only the jump $a$ and set $H=0$. Show that at $\rho=\operatorname{diag}(\tfrac34,\tfrac14)$
$$\operatorname{Tr}(\rho G(\rho))=\tfrac18 .$$

Here $a\rho a^\dagger=\operatorname{diag}(\tfrac14,0)$, and $a^\dagger a=\operatorname{diag}(0,1)$ gives $\tfrac12(a^\dagger a\rho+\rho a^\dagger a)=\operatorname{diag}(0,\tfrac14)$. Hence $G(\rho)=\operatorname{diag}(\tfrac14,-\tfrac14)$, and the trace is $\tfrac3{16}-\tfrac1{16}=\tfrac18$.

By (g) the purity grows at the rate $\tfrac14$. Without the balance condition the inequality in (e) can thus fail, even when $\rho$ is a density matrix and there is no Hamiltonian. The Lean proof writes out $a^\dagger$ in `hT`, expands the trace into entries and evaluates the numbers.

```lean
/-- With the lowering operator as the only jump and no Hamiltonian, the state `diag(3/4, 1/4)` has
`Tr(ρ G(ρ)) = 1/8`. -/
theorem decay_raises_purity :
    trace (!![3 / 4, 0; 0, 1 / 4] *
      lindblad 0 (fun _ : Fin 1 => lowering) !![3 / 4, 0; 0, 1 / 4]) = 1 / 8 := by
  have hT : loweringᴴ = !![0, 0; 1, 0] := by
    ext i j
    fin_cases i <;> fin_cases j <;> simp [lowering, conjTranspose_apply]
  -- only the dissipator of the single jump remains
  simp only [lindblad, dissipator, comm, hT, zero_mul, mul_zero, sub_self, smul_zero,
    zero_add, Finset.univ_unique, Finset.sum_singleton]
  -- expand the trace into matrix entries
  simp only [trace_fin_two, Matrix.mul_apply, Fin.sum_univ_two, Matrix.sub_apply,
    Matrix.add_apply, Matrix.smul_apply, smul_eq_mul]
  norm_num [lowering]

end

end LindbladPurity
```

```lean
#print axioms LindbladPurity.purity_rate_of_hermitian
#print axioms LindbladPurity.purity_antitone
#print axioms LindbladPurity.decay_raises_purity
```

```
'LindbladPurity.purity_rate_of_hermitian' depends on axioms: [propext, Classical.choice, Quot.sound]
'LindbladPurity.purity_antitone' depends on axioms: [propext, Classical.choice, Quot.sound]
'LindbladPurity.decay_raises_purity' depends on axioms: [propext, Classical.choice, Quot.sound]
```
